# The first-order gap correction for continuous eigenvector branches of a finite matrix Hamiltonian

A level is represented here by two functions of the coupling strength $s$: a real energy $E(s)$ and an eigenvector $f(s)$. The eigenvector need only be continuous at $s=0$ and normalised there; differentiability of the energy at $s=0$ then follows when the Hamiltonian is Hermitian at $s=0$ and its entries are differentiable there. States are complex vectors indexed by a finite set `n`.

In Lean 4 with Mathlib:

```lean
import Mathlib

open Matrix

namespace EnsembleGapCorrection

noncomputable section

variable {n : Type*} [Fintype n]
```

The Hamiltonian is

$$H(s)=H_0+sW+V(s),\qquad V(0)=0,\quad V'(0)=-U.$$

In density-functional terms, $H_0$ is the Kohn–Sham Hamiltonian, $W$ the electron–electron interaction, and $V(s)$ the potential that holds the density fixed as the interaction is switched on. To first order it removes the Hartree-exchange potential $U$. The density constraint is not modelled: the condition on $V'(0)$ is assumed.

```lean
/-- The Hamiltonian `H0 + s W + V(s)` at coupling strength `s`. -/
def coupledHamiltonian (H0 W : Matrix n n ℂ) (V : ℝ → Matrix n n ℂ) (s : ℝ) :
    Matrix n n ℂ :=
  H0 + (s : ℂ) • W + V s
```

With $\langle g,f\rangle=\sum_i \overline{g_i}f_i$, `expect A f` is the real part of $\langle f,Af\rangle$, which is the usual expectation value when $A$ is Hermitian and $f$ is normalised.

```lean
/-- The real part of the expectation value `⟨f, A f⟩`. -/
def expect (A : Matrix n n ℂ) (f : n → ℂ) : ℝ := (star f ⬝ᵥ A *ᵥ f).re
```

`IsLevel H E f` requires $H(s)f(s)=E(s)f(s)$ for every real $s$, together with the two conditions at zero. It does not require a level to be the lowest, or to be nondegenerate.

```lean
/-- An energy curve `E` with eigenvectors `f` of `H`, where `f` is continuous and
normalised at zero coupling. -/
structure IsLevel (H : ℝ → Matrix n n ℂ) (E : ℝ → ℝ) (f : ℝ → n → ℂ) : Prop where
  eigen : ∀ s, H s *ᵥ f s = (E s : ℂ) • f s
  cont : ContinuousAt f 0
  unit : star (f 0) ⬝ᵥ f 0 = 1
```

## The slope of one level

Suppose $a(0)=0$, $a$ is differentiable at zero, and $g$ is continuous there. Then

$$\frac{a(s)g(s)-a(0)g(0)}{s}=\frac{a(s)}{s}\,g(s)\longrightarrow a'(0)g(0),$$

so $g$ needs no derivative. The proof takes this limit of difference quotients.

```lean
/-- A differentiable factor that vanishes at zero, times a factor that is only continuous
there, is differentiable at zero. -/
theorem hasDerivAt_mul_of_vanishing {a g : ℝ → ℂ} {a' : ℂ} (ha : HasDerivAt a a' 0)
    (h0 : a 0 = 0) (hg : ContinuousAt g 0) :
    HasDerivAt (fun s => a s * g s) (a' * g 0) 0 := by
  rw [hasDerivAt_iff_tendsto_slope] at ha ⊢
  have h := ha.mul (hg.tendsto.mono_left nhdsWithin_le_nhds)
  refine h.congr fun s => ?_
  simp only [slope, vsub_eq_sub, h0, zero_mul, sub_zero, smul_mul_assoc]
```

The eigenvalue equation at $s$ gives $\langle f(0),H(s)f(s)\rangle=E(s)\langle f(0),f(s)\rangle$. Since $H(0)$ is Hermitian and $E(0)$ is real, $H(0)$ can act to the left, giving $\langle f(0),H(0)f(s)\rangle=E(0)\langle f(0),f(s)\rangle$. Subtracting,

$$(E(s)-E(0))\langle f(0),f(s)\rangle=\langle f(0),(H(s)-H(0))f(s)\rangle.$$

In the code, `hl` is the action to the left.

```lean
/-- The energy shift times the overlap of the initial and current eigenvectors equals the
matrix element of the change in the Hamiltonian between them. -/
theorem energy_shift_mul_overlap {H : ℝ → Matrix n n ℂ} {E : ℝ → ℝ} {f : ℝ → n → ℂ}
    (hH : (H 0).IsHermitian) (h : IsLevel H E f) (s : ℝ) :
    ((E s - E 0 : ℝ) : ℂ) * (star (f 0) ⬝ᵥ f s)
      = star (f 0) ⬝ᵥ (H s - H 0) *ᵥ f s := by
  -- the initial Hamiltonian acts to the left on its own eigenvector
  have hl : star (f 0) ᵥ* H 0 = (E 0 : ℂ) • star (f 0) := by
    have h1 := congrArg star (h.eigen 0)
    rw [Matrix.star_mulVec, hH.eq] at h1
    rw [h1]
    ext i
    simp
  have e : star (f 0) ⬝ᵥ H 0 *ᵥ f s = (E 0 : ℂ) * (star (f 0) ⬝ᵥ f s) := by
    rw [Matrix.dotProduct_mulVec, hl, smul_dotProduct, smul_eq_mul]
  rw [Matrix.sub_mulVec, dotProduct_sub, e, h.eigen s, dotProduct_smul, smul_eq_mul]
  push_cast
  ring
```

The right-hand side is a finite sum of terms

$$\overline{f_i(0)}\,\bigl(H_{ij}(s)-H_{ij}(0)\bigr)\,f_j(s).$$

Assume that each matrix entry $H_{ij}$ is differentiable at zero, with derivative $H'_{ij}(0)$. Each difference of entries vanishes at zero and each $f_j$ is continuous there, so by the product lemma the sum has derivative $\langle f(0),H'(0)f(0)\rangle$. The overlap $\langle f(0),f(s)\rangle$ tends to 1, so it is nonzero near zero and its reciprocal is continuous at zero. Dividing by it, with a second use of the product lemma, gives

$$E'(0)=\langle f(0),H'(0)f(0)\rangle.$$

This is the Hellmann–Feynman formula at zero coupling. In the proof, `hD` differentiates the matrix element, `hI` supplies the continuous reciprocal, and `hE` performs the division.

```lean
/-- Hellmann-Feynman theorem at zero coupling: the slope of a level is the expectation value
of the derivative of the Hamiltonian. -/
theorem level_hasDerivAt {H : ℝ → Matrix n n ℂ} {H' : Matrix n n ℂ} {E : ℝ → ℝ}
    {f : ℝ → n → ℂ} (hH : (H 0).IsHermitian)
    (hd : ∀ i j, HasDerivAt (fun s => H s i j) (H' i j) 0) (h : IsLevel H E f) :
    HasDerivAt E (expect H' (f 0)) 0 := by
  have hD : HasDerivAt (fun s => star (f 0) ⬝ᵥ (H s - H 0) *ᵥ f s)
      (star (f 0) ⬝ᵥ H' *ᵥ f 0) 0 := by
    have hij : ∀ i j, HasDerivAt (fun s => (H s i j - H 0 i j) * f s j)
        (H' i j * f 0 j) 0 := fun i j =>
      hasDerivAt_mul_of_vanishing ((hd i j).sub_const _) (by simp)
        (continuousAt_pi.1 h.cont j)
    have := HasDerivAt.fun_sum (u := Finset.univ) fun i _ =>
      (HasDerivAt.fun_sum (u := Finset.univ) fun j _ => hij i j).const_mul (star (f 0 i))
    simpa only [dotProduct, mulVec, Matrix.sub_apply, Pi.star_apply] using this
  -- the overlap is continuous and equals one at zero coupling
  have hN : ContinuousAt (fun s => star (f 0) ⬝ᵥ f s) 0 := by
    have hc : Continuous fun v : n → ℂ => star (f 0) ⬝ᵥ v := by
      unfold dotProduct
      fun_prop
    exact hc.continuousAt.comp h.cont
  have hne : star (f 0) ⬝ᵥ f 0 ≠ 0 := by
    rw [h.unit]
    exact one_ne_zero
  have hI : ContinuousAt (fun s => (star (f 0) ⬝ᵥ f s)⁻¹) 0 := hN.inv₀ hne
  have hq := hasDerivAt_mul_of_vanishing hD (by simp) hI
  simp only [h.unit, inv_one, mul_one] at hq
  -- divide the energy-shift identity by the overlap
  have hE : HasDerivAt (fun s => ((E s - E 0 : ℝ) : ℂ)) (star (f 0) ⬝ᵥ H' *ᵥ f 0) 0 := by
    refine hq.congr_of_eventuallyEq ?_
    filter_upwards [hN.eventually_ne hne] with s hs
    rw [← energy_shift_mul_overlap hH h s, mul_assoc, mul_inv_cancel₀ hs, mul_one]
  have hr : HasDerivAt (fun s => E s - E 0) (expect H' (f 0)) 0 :=
    Complex.reCLM.hasFDerivAt.comp_hasDerivAt (0 : ℝ) hE
  simpa using hr.add_const (E 0)
```

## The gap between two levels

The coupling $s$ has unit slope, so $sW$ contributes $W$ to $H'(0)$.

```lean
/-- The coupling strength, read as a complex number, has unit slope. -/
theorem hasDerivAt_coupling : HasDerivAt (fun s : ℝ => (s : ℂ)) 1 0 := by
  simpa using (hasDerivAt_id (0 : ℝ)).ofReal_comp
```

Hence $H'(0)=W-U$. Applying the level formula to $(E_0,f_0)$ and $(E_1,f_1)$ and subtracting,

$$(E_1-E_0)'(0)=\langle f_1(0),(W-U)f_1(0)\rangle-\langle f_0(0),(W-U)f_0(0)\rangle.$$

The theorem assumes that $H_0$ is Hermitian, that $V(0)=0$, that each entry of $V$ has derivative $-U_{ij}$ at zero, and that both curves are levels of the same Hamiltonian. For finite matrices with a given $U$, this is the first-order correction to a Kohn–Sham excitation energy. If a level of $H_0$ is degenerate, the vector to use is the limit of the branch as $s\to0$; another eigenvector of $H_0$ with the same energy can give a different value.

```lean
/-- First-order excitation correction: the gap between two levels of `H0 + s W + V(s)` has
slope `⟨f1, (W - U) f1⟩ - ⟨f0, (W - U) f0⟩` at zero coupling, where `V'(0) = -U`. -/
theorem gap_hasDerivAt {H0 W U : Matrix n n ℂ} {V : ℝ → Matrix n n ℂ} {E0 E1 : ℝ → ℝ}
    {f0 f1 : ℝ → n → ℂ} (hH0 : H0.IsHermitian) (hV0 : V 0 = 0)
    (hV : ∀ i j, HasDerivAt (fun s => V s i j) (-U i j) 0)
    (h0 : IsLevel (coupledHamiltonian H0 W V) E0 f0)
    (h1 : IsLevel (coupledHamiltonian H0 W V) E1 f1) :
    HasDerivAt (fun s => E1 s - E0 s)
      (expect (W - U) (f1 0) - expect (W - U) (f0 0)) 0 := by
  have hH : (coupledHamiltonian H0 W V 0).IsHermitian := by
    simpa [coupledHamiltonian, hV0] using hH0
  have hd : ∀ i j, HasDerivAt (fun s => coupledHamiltonian H0 W V s i j)
      ((W - U) i j) 0 := by
    intro i j
    have h := ((hasDerivAt_coupling.mul_const (W i j)).const_add (H0 i j)).fun_add (hV i j)
    have e : 1 * W i j + -U i j = (W - U) i j := by
      rw [Matrix.sub_apply]
      ring
    exact h.congr_deriv e
  exact (level_hasDerivAt hH hd h1).fun_sub (level_hasDerivAt hH hd h0)
```

The same argument gives a neighbouring formula: at fixed weight $w$, the ensemble energy $(1-w)E_0+wE_1$ has slope $(1-w)\langle f_0(0),(W-U)f_0(0)\rangle+w\langle f_1(0),(W-U)f_1(0)\rangle$.

## Diagonal potentials

If $U$ is diagonal with real entries $u_i$, then

$$\mathrm{Re}\,\langle f,(W-U)f\rangle=\mathrm{Re}\,\langle f,Wf\rangle-\sum_i u_i|f_i|^2.$$

When $f$ is normalised, $|f_i|^2$ is the probability of basis state $i$.

```lean
/-- For a diagonal matrix with real entries `u i`, subtracting it from `W` lowers `expect W f` by
the sum of `u i * |f i|²`. -/
theorem expect_sub_local [DecidableEq n] (W : Matrix n n ℂ) (u : n → ℝ) (f : n → ℂ) :
    expect (W - diagonal fun i => (u i : ℂ)) f
      = expect W f - ∑ i, u i * Complex.normSq (f i) := by
  have h : (star f ⬝ᵥ (diagonal fun i => (u i : ℂ)) *ᵥ f).re
      = ∑ i, u i * Complex.normSq (f i) := by
    simp only [dotProduct, mulVec_diagonal, Complex.re_sum]
    refine Finset.sum_congr rfl fun i _ => ?_
    simp [Complex.normSq_apply]
    ring
  unfold expect
  rw [Matrix.sub_mulVec, dotProduct_sub, Complex.sub_re, h]
```

In the slope of the gap, the entries $u_i$ are therefore summed against the differences of probabilities $|f_{1,i}(0)|^2-|f_{0,i}(0)|^2$.

```lean
/-- When `V'(0)` is diagonal with real entries `-u i`, the slope of the gap at zero coupling is the
difference of the expectation values of `W`, minus the sum of `u i * (|f1 0 i|² - |f0 0 i|²)`. -/
theorem gap_hasDerivAt_local [DecidableEq n] {H0 W : Matrix n n ℂ} {u : n → ℝ}
    {V : ℝ → Matrix n n ℂ} {E0 E1 : ℝ → ℝ} {f0 f1 : ℝ → n → ℂ}
    (hH0 : H0.IsHermitian) (hV0 : V 0 = 0)
    (hV : ∀ i j, HasDerivAt (fun s => V s i j) (-(diagonal fun k => (u k : ℂ)) i j) 0)
    (h0 : IsLevel (coupledHamiltonian H0 W V) E0 f0)
    (h1 : IsLevel (coupledHamiltonian H0 W V) E1 f1) :
    HasDerivAt (fun s => E1 s - E0 s)
      (expect W (f1 0) - expect W (f0 0)
        - ∑ i, u i * (Complex.normSq (f1 0 i) - Complex.normSq (f0 0 i))) 0 := by
  refine (gap_hasDerivAt hH0 hV0 hV h0 h1).congr_deriv ?_
  rw [expect_sub_local, expect_sub_local]
  simp only [mul_sub, Finset.sum_sub_distrib]
  ring
```

## A two-level example

Take $H_0=U=\mathrm{diag}(0,1)$, $W=\begin{pmatrix}1&-1\\-1&1\end{pmatrix}$ and the following $V(s)$, which gives simple eigenvectors but is not diagonal for $s\ne0$ and does not keep the probabilities of the basis states fixed in either level.

```lean
/-- The coupling-dependent potential of a two-level model. -/
def modelV (s : ℝ) : Matrix (Fin 2) (Fin 2) ℂ :=
  !![(s : ℂ) ^ 2, (s : ℂ) ^ 2; (s : ℂ) ^ 2, (s : ℂ) ^ 3 - (s : ℂ)]
```

The eigenvectors $(1,s)$ and $(-s,1)$ have energies $s+s^3$ and $1+s^2$. They have unit length only at $s=0$; dividing by $\sqrt{1+s^2}$ normalises them everywhere. The gap $1-s+s^2-s^3$ has slope $-1$ at zero, and the formula gives $0-1=-1$. The theorem verifies the hypotheses by evaluating components.

```lean
/-- A two-level model with energies `s + s³` and `1 + s²` and coupling-dependent eigenvectors
meets all hypotheses of the gap formula. -/
theorem gap_hasDerivAt_witness :
    (!![0, 0; 0, 1] : Matrix (Fin 2) (Fin 2) ℂ).IsHermitian ∧ modelV 0 = 0 ∧
    (∀ i j, HasDerivAt (fun s => modelV s i j)
      (-(!![0, 0; 0, 1] : Matrix (Fin 2) (Fin 2) ℂ) i j) 0) ∧
    IsLevel (coupledHamiltonian !![0, 0; 0, 1] !![1, -1; -1, 1] modelV)
      (fun s => s + s ^ 3) (fun s => ![1, (s : ℂ)]) ∧
    IsLevel (coupledHamiltonian !![0, 0; 0, 1] !![1, -1; -1, 1] modelV)
      (fun s => 1 + s ^ 2) (fun s => ![-(s : ℂ), 1]) := by
  have h2 : HasDerivAt (fun s : ℝ => (s : ℂ) ^ 2) 0 0 :=
    (hasDerivAt_coupling.fun_pow 2).congr_deriv (by simp)
  have h3 : HasDerivAt (fun s : ℝ => (s : ℂ) ^ 3 - (s : ℂ)) (-1) 0 :=
    ((hasDerivAt_coupling.fun_pow 3).fun_sub hasDerivAt_coupling).congr_deriv (by simp)
  refine ⟨?_, ?_, ?_, ⟨?_, ?_, ?_⟩, ⟨?_, ?_, ?_⟩⟩
  · ext i j
    fin_cases i <;> fin_cases j <;> simp
  · ext i j
    fin_cases i <;> fin_cases j <;> simp [modelV]
  · intro i j
    fin_cases i <;> fin_cases j
    · simpa [modelV] using h2
    · simpa [modelV] using h2
    · simpa [modelV] using h2
    · simpa [modelV] using h3
  · intro s
    ext i
    fin_cases i <;>
      simp [coupledHamiltonian, modelV, mulVec, dotProduct, Fin.sum_univ_succ] <;> ring
  · refine continuousAt_pi.2 fun i => ?_
    fin_cases i
    exacts [continuousAt_const, Complex.continuous_ofReal.continuousAt]
  · simp [dotProduct, Fin.sum_univ_succ]
  · intro s
    ext i
    fin_cases i <;>
      simp [coupledHamiltonian, modelV, mulVec, dotProduct, Fin.sum_univ_succ] <;> ring
  · refine continuousAt_pi.2 fun i => ?_
    fin_cases i
    exacts [Complex.continuous_ofReal.neg.continuousAt, continuousAt_const]
  · simp [dotProduct, Fin.sum_univ_succ]
```

## A kink from a jumping eigenvector

For $H(s)=\mathrm{diag}(s,-s)$, choose the first basis vector when $s\ge0$ and the second when $s<0$.

```lean
/-- A unit vector that jumps from one basis state to the other at zero coupling. -/
def jumpState (s : ℝ) : Fin 2 → ℂ := if 0 ≤ s then ![1, 0] else ![0, 1]
```

This is a unit eigenvector at every $s$, with energy $|s|$. It jumps at the crossing, and the energy has no derivative there. The proof treats the two signs of $s$ separately.

```lean
/-- At a level crossing, the jumping unit eigenvector has energy `|s|`, which is not
differentiable at zero coupling. -/
theorem crossing_not_differentiable :
    (∀ s, coupledHamiltonian 0 !![1, 0; 0, -1] (fun _ => 0) s *ᵥ jumpState s
      = ((|s| : ℝ) : ℂ) • jumpState s) ∧
    (∀ s, star (jumpState s) ⬝ᵥ jumpState s = 1) ∧
    ¬ DifferentiableAt ℝ (fun s : ℝ => |s|) 0 := by
  refine ⟨fun s => ?_, fun s => ?_, not_differentiableAt_abs_zero⟩
  · by_cases hs : 0 ≤ s
    · rw [abs_of_nonneg hs]
      ext i
      fin_cases i <;>
        simp [coupledHamiltonian, jumpState, hs, mulVec, dotProduct, Fin.sum_univ_succ]
    · rw [abs_of_neg (not_le.1 hs)]
      ext i
      fin_cases i <;>
        simp [coupledHamiltonian, jumpState, hs, mulVec, dotProduct, Fin.sum_univ_succ]
  · by_cases hs : 0 ≤ s <;> simp [jumpState, hs, dotProduct, Fin.sum_univ_succ]

end

end EnsembleGapCorrection
```

```lean
#print axioms EnsembleGapCorrection.gap_hasDerivAt
-- 'EnsembleGapCorrection.gap_hasDerivAt' depends on axioms: [propext, Classical.choice, Quot.sound]
#print axioms EnsembleGapCorrection.gap_hasDerivAt_local
-- 'EnsembleGapCorrection.gap_hasDerivAt_local' depends on axioms: [propext, Classical.choice, Quot.sound]
#print axioms EnsembleGapCorrection.crossing_not_differentiable
-- 'EnsembleGapCorrection.crossing_not_differentiable' depends on axioms: [propext, Classical.choice, Quot.sound]
```
